# The quasiparticle weight as a limit at a pole where the self-energy slope is not one

Once a quasiparticle energy w0 has been found by solving w0 = e + S(w0), a common next step is to differentiate the self-energy S at w0 and to give the peak the weight 1/(1 − S′(w0)). In a GW calculation that keeps only the diagonal elements of the self-energy, this can be done orbital by orbital, each with its own bare level e and its own scalar function S. The step replaces the dressed Green's function near w0 by a single pole term, and it rests on a limit.

Let e be a complex number and S a function from ℂ to ℂ. The Green's function of the dressed level is G(w) = 1/D(w), with the denominator

D(w) = w − e − S(w).

Suppose that w0 = e + S(w0), that S is complex differentiable at w0, and that S′(w0) ≠ 1. Then, as w tends to w0 with w ≠ w0,

(w − w0)/D(w) → Z, where Z = 1/(1 − S′(w0)).

The condition S′(w0) ≠ 1 says that D vanishes to first order at w0. It fails, for example, where two solutions of the pole equation merge.

## From the vanishing denominator to the weight

The pole equation gives D(w0) = w0 − e − S(w0) = 0. For w ≠ w0 we may therefore subtract D(w0) from D(w) without changing anything:

D(w)/(w − w0) = (D(w) − D(w0))/(w − w0)

= [(w − w0) − (S(w) − S(w0))]/(w − w0)

= 1 − (S(w) − S(w0))/(w − w0).

The last fraction is the difference quotient of S, which tends to S′(w0). Hence

D(w)/(w − w0) → 1 − S′(w0).

By assumption this limit is not zero. The quotient on the left is then also nonzero for all w ≠ w0 close enough to w0, so D has no other zero there and 1/D(w) is defined. Taking reciprocals is continuous away from zero, and this gives

(w − w0)/D(w) → 1/(1 − S′(w0)) = Z.

The same quotient tells how the pole moves when the bare level is shifted. Let eₙ → e with eₙ ≠ e, and let wₙ → w0 solve wₙ = eₙ + S(wₙ). Then D(wₙ) = wₙ − e − S(wₙ) = eₙ − e, which is nonzero, so wₙ ≠ w0 and

(wₙ − w0)/(eₙ − e) = (wₙ − w0)/D(wₙ) → Z.

With S held fixed, a small shift of the bare level thus reaches the dressed level multiplied by Z, to first order in the shift.

## Slope one: the weight diverges

Take e = 0, w0 = 0 and S(w) = w − w². The pole equation holds and S′(0) = 1. The denominator is D(w) = w², so

(w − w0)/D(w) = w/w² = 1/w,

which has no finite limit at 0. This S is only a mathematical example: the self-energy of a finite bath, treated in the next section, never has slope one at a real energy away from the bath levels.

The general case is similar. If S′(w0) = 1, then D(w)/(w − w0) tends to 0. If in addition D(w) ≠ 0 for w near w0 and different from it, this quotient approaches 0 without reaching it, and the absolute value of its reciprocal grows without bound.

The pole equation is needed as well. With S = 0, e = 0 and w0 = 1 the formula gives Z = 1, but (w − 1)/w tends to 0 as w tends to 1.

## The weight of a level coupled to a finite bath

Let the level be coupled with complex amplitudes V_k to finitely many bath levels at real energies b_k. Its self-energy is

S(w) = ∑ₖ |V_k|²/(w − b_k).

Let e be real, and let x be a real solution of the pole equation that differs from every b_k. Each term can be differentiated at x:

d/dw [|V_k|²/(w − b_k)] at w = x equals −|V_k|²/(x − b_k)².

Summing over k gives S′(x) = −A(x), with

A(x) = ∑ₖ |V_k|²/(x − b_k)² ≥ 0.

The slope is at most zero, so it cannot be one, and the condition on S′ holds by itself. The weight is

Z = 1/(1 + A(x)).

Since 1 + A(x) ≥ 1, we have 0 < Z ≤ 1. With no bath levels, or with all V_k = 0, the sum vanishes and Z = 1: the level is undressed.

## Denominator and weight in Lean

The file opens the namespaces for filters and topology, which supply the language of limits.

```lean
import Mathlib

open Filter Topology

namespace DysonQuasiparticleWeight

noncomputable section
```

The first definition is D(w), with the bare level and the self-energy as arguments. Both are complex, so a level with a finite lifetime is allowed.

```lean
/-- The denominator `w - e - S(w)` of the dressed Green's function of a level `e`
with self-energy `S`. -/
def dysonDenominator (e : ℂ) (S : ℂ → ℂ) (w : ℂ) : ℂ := w - e - S w
```

The weight is defined through `deriv S w0`, the complex derivative of S at w0.

```lean
/-- The quasiparticle weight `Z = 1 / (1 - S'(w0))`. -/
def quasiparticleWeight (S : ℂ → ℂ) (w0 : ℂ) : ℂ := 1 / (1 - deriv S w0)
```

The self-energy is a scalar function, so a matrix-valued self-energy with off-diagonal elements is not covered. Differentiability is required only at the point w0, but it is complex differentiability: the difference quotient must have the same limit from every direction in the plane. A self-energy that jumps across a branch cut on the real axis is not differentiable at a point where the jump is nonzero. The theorems can then be applied to its analytic continuation from the upper half-plane, where one exists.

## The denominator ratio and the isolated pole

The first theorem is the central limit of the derivation. The hypothesis `HasDerivAt S s w0` says that S has derivative s at w0, and `hpole` is the pole equation. The symbol `𝓝[≠] w0` stands for the punctured neighbourhood of w0, that is, for w tending to w0 with w ≠ w0. The conclusion reads: D(w)/(w − w0) tends to 1 − s.

```lean
/-- At a solution of the Dyson pole equation, the denominator divided by the distance
to the pole tends to one minus the slope of the self-energy. -/
theorem tendsto_denominator_ratio {e w0 s : ℂ} {S : ℂ → ℂ}
    (hS : HasDerivAt S s w0) (hpole : w0 = e + S w0) :
    Tendsto (fun w => dysonDenominator e S w / (w - w0)) (𝓝[≠] w0) (𝓝 (1 - s)) := by
  have hD : HasDerivAt (dysonDenominator e S) (1 - s) w0 :=
    ((hasDerivAt_id' w0).sub_const e).fun_sub hS
  have hz : dysonDenominator e S w0 = 0 := by
    unfold dysonDenominator
    linear_combination hpole
  -- the difference quotient simplifies because the denominator vanishes at the pole
  refine (hasDerivAt_iff_tendsto_slope.mp hD).congr fun w => ?_
  rw [slope_def_field, hz, sub_zero]
```

The step `hD` differentiates D term by term, and `hz` derives D(w0) = 0 from the pole equation. The lemma `hasDerivAt_iff_tendsto_slope` turns the derivative of D into the limit of its difference quotient. The final rewriting removes D(w0) from the numerator, as in the first line of the calculation by hand.

The next theorem assumes that S is differentiable at w0, that the pole equation holds and that S′(w0) ≠ 1. It states that D(w) ≠ 0 for all w ≠ w0 sufficiently close to w0. The quantifier `∀ᶠ` expresses "sufficiently close".

```lean
/-- If the self-energy slope at the pole differs from one, the Dyson denominator has
no other zero close to the pole. -/
theorem pole_isolated {e w0 : ℂ} {S : ℂ → ℂ} (hS : DifferentiableAt ℂ S w0)
    (hpole : w0 = e + S w0) (hs : deriv S w0 ≠ 1) :
    ∀ᶠ w in 𝓝[≠] w0, dysonDenominator e S w ≠ 0 := by
  have hne : 1 - deriv S w0 ≠ 0 := sub_ne_zero.mpr hs.symm
  have hev : ∀ᶠ z in 𝓝 (1 - deriv S w0), z ≠ 0 := isOpen_ne.mem_nhds hne
  filter_upwards [(tendsto_denominator_ratio hS.hasDerivAt hpole).eventually hev] with w hw hD
  exact hw (by simp [hD])
```

Here `hne` is the condition 1 − S′(w0) ≠ 0. The nonzero numbers form an open set, so a quantity that tends to a nonzero limit is eventually nonzero, which `hev` and `eventually` apply to the denominator ratio. At a further zero of D the ratio would be 0, and the last line draws the contradiction.

## The limit that defines the weight

The main theorem has three hypotheses: S is differentiable at w0, the pole equation holds, and the slope differs from one. That a solution w0 exists is assumed; finding it is the task of the preceding calculation.

```lean
/-- Near a pole `w0 = e + S(w0)` with `S'(w0) ≠ 1`, the ratio `(w - w0) / (w - e - S(w))`
tends to the quasiparticle weight. -/
theorem tendsto_quasiparticleWeight {e w0 : ℂ} {S : ℂ → ℂ} (hS : DifferentiableAt ℂ S w0)
    (hpole : w0 = e + S w0) (hs : deriv S w0 ≠ 1) :
    Tendsto (fun w => (w - w0) / dysonDenominator e S w) (𝓝[≠] w0)
      (𝓝 (quasiparticleWeight S w0)) := by
  have hne : 1 - deriv S w0 ≠ 0 := sub_ne_zero.mpr hs.symm
  unfold quasiparticleWeight
  rw [one_div]
  -- invert the limit of the denominator ratio
  exact ((tendsto_denominator_ratio hS.hasDerivAt hpole).inv₀ hne).congr
    fun w => inv_div (dysonDenominator e S w) (w - w0)
```

The proof inverts the limit of the denominator ratio. The lemma `inv₀` is the continuity of the reciprocal away from zero and takes `hne` as its condition, while `inv_div` identifies the reciprocal of D(w)/(w − w0) with (w − w0)/D(w). If S is holomorphic in a neighbourhood of w0, the limit is the residue of G at a simple pole; the theorem itself asks for less and speaks only of the limit.

## Divergence at slope one

The theorem for the exceptional slope takes derivative 1 at w0 and adds the hypothesis `hiso`, that D has no other zero nearby. Its conclusion, a limit with target `atTop`, says that the absolute value of the ratio exceeds every bound as w approaches w0.

```lean
/-- If the self-energy has slope one at the pole and the denominator has no other zero
nearby, the norm of `(w - w0) / (w - e - S(w))` grows without bound at the pole. -/
theorem ratio_diverges_of_slope_one {e w0 : ℂ} {S : ℂ → ℂ} (hS : HasDerivAt S 1 w0)
    (hpole : w0 = e + S w0) (hiso : ∀ᶠ w in 𝓝[≠] w0, dysonDenominator e S w ≠ 0) :
    Tendsto (fun w => ‖(w - w0) / dysonDenominator e S w‖) (𝓝[≠] w0) atTop := by
  have h0 : Tendsto (fun w => ‖dysonDenominator e S w / (w - w0)‖) (𝓝[≠] w0) (𝓝 0) := by
    have h := (tendsto_denominator_ratio hS hpole).norm
    rwa [sub_self, norm_zero] at h
  -- the inverse ratio approaches zero through positive values
  have hpos : ∀ᶠ w in 𝓝[≠] w0,
      ‖dysonDenominator e S w / (w - w0)‖ ∈ Set.Ioi (0 : ℝ) := by
    filter_upwards [hiso, self_mem_nhdsWithin] with w hw hne
    exact norm_pos_iff.mpr (div_ne_zero hw (sub_ne_zero.mpr hne))
  refine (tendsto_inv_nhdsGT_zero.comp (tendsto_nhdsWithin_iff.mpr ⟨h0, hpos⟩)).congr
    fun w => ?_
  simp only [Function.comp_apply]
  rw [← norm_inv, inv_div]
```

The step `h0` takes norms in the first theorem with s = 1, so that the limit is 0. The step `hpos` uses `hiso` to show that these norms are positive near w0. The lemma `tendsto_inv_nhdsGT_zero` then states that the reciprocal of a real quantity tending to 0 through positive values tends to infinity. The hypothesis `hiso` excludes cases such as e = 0, S(w) = w, where D is zero everywhere; Lean sets division by zero to 0, so the ratio would be constantly 0 there.

## The bath self-energy and its slope

The bath levels are indexed by a finite type `ι`, which may be empty. The amplitudes `V k` are complex and the energies `b k` are real. Only the squared absolute values of the amplitudes enter.

```lean
variable {ι : Type*} [Fintype ι]

/-- The self-energy `∑ |V_k|² / (w - b_k)` of a level coupled with amplitudes `V_k` to
bath levels at real energies `b_k`. -/
def bathSelfEnergy (V : ι → ℂ) (b : ι → ℝ) (w : ℂ) : ℂ :=
  ∑ k, ((‖V k‖ ^ 2 : ℝ) : ℂ) / (w - (b k : ℂ))
```

The sum A(x) is defined as a real number at a real energy x.

```lean
/-- The sum `∑ |V_k|² / (x - b_k)²` over the bath levels at a real energy `x`. -/
def bathMixing (V : ι → ℂ) (b : ι → ℝ) (x : ℝ) : ℝ :=
  ∑ k, ‖V k‖ ^ 2 / (x - b k) ^ 2
```

The hypothesis `hx` keeps x away from every bath energy. The theorem then states that the bath self-energy has complex derivative −A(x) at x.

```lean
/-- At a real energy away from all bath levels, the slope of the bath self-energy is
minus the sum `∑ |V_k|² / (x - b_k)²`. -/
theorem hasDerivAt_bathSelfEnergy (V : ι → ℂ) (b : ι → ℝ) {x : ℝ} (hx : ∀ k, x ≠ b k) :
    HasDerivAt (bathSelfEnergy V b) (-(bathMixing V b x : ℂ)) (x : ℂ) := by
  have hk : ∀ k, HasDerivAt (fun w : ℂ => ((‖V k‖ ^ 2 : ℝ) : ℂ) / (w - (b k : ℂ)))
      (-((‖V k‖ ^ 2 / (x - b k) ^ 2 : ℝ) : ℂ)) (x : ℂ) := by
    intro k
    have hne : (x : ℂ) - (b k : ℂ) ≠ 0 := by
      rw [← Complex.ofReal_sub]
      exact Complex.ofReal_ne_zero.mpr (sub_ne_zero.mpr (hx k))
    have h := (hasDerivAt_const (x : ℂ) ((‖V k‖ ^ 2 : ℝ) : ℂ)).fun_div
      ((hasDerivAt_id' (x : ℂ)).sub_const (b k : ℂ)) hne
    refine h.congr_deriv ?_
    push_cast
    ring
  -- add the contributions of the bath levels
  have h := HasDerivAt.fun_sum (u := Finset.univ) (fun k _ => hk k)
  refine HasDerivAt.congr_deriv (f := bathSelfEnergy V b) h ?_
  unfold bathMixing
  rw [Finset.sum_neg_distrib, Complex.ofReal_sum]
```

The step `hk` treats one bath level: the denominator x − b_k is nonzero by `hx`, the quotient rule gives the derivative, and `push_cast` with `ring` brings it to the form −|V_k|²/(x − b_k)². `HasDerivAt.fun_sum` adds the terms, and the closing lines take the minus sign out of the sum.

## A real weight between zero and one

The last theorem combines the slope with the main limit. Both e and x are real, and the pole equation is read in ℂ. The conclusion has three parts: the ratio tends to 1/(1 + A(x)), this number is positive, and it is at most one. The approach w → x is still through the complex plane.

```lean
/-- For a real level `e` coupled to a finite bath with self-energy `S`, the ratio `(w - x) / (w - e
- S(w))` at a real pole `x` away from the bath energies tends to `1 / (1 + ∑ |V_k|² / (x - b_k)²)`,
a number above zero and at most one. -/
theorem bath_quasiparticleWeight (V : ι → ℂ) (b : ι → ℝ) {e x : ℝ} (hx : ∀ k, x ≠ b k)
    (hpole : (x : ℂ) = e + bathSelfEnergy V b x) :
    Tendsto (fun w : ℂ => (w - x) / dysonDenominator e (bathSelfEnergy V b) w)
        (𝓝[≠] (x : ℂ)) (𝓝 ((1 / (1 + bathMixing V b x) : ℝ) : ℂ)) ∧
      0 < 1 / (1 + bathMixing V b x) ∧ 1 / (1 + bathMixing V b x) ≤ 1 := by
  have hA : 0 ≤ bathMixing V b x := Finset.sum_nonneg fun k _ => by positivity
  have hd := hasDerivAt_bathSelfEnergy V b hx
  -- the slope is never positive, so it cannot equal one
  have hs : deriv (bathSelfEnergy V b) (x : ℂ) ≠ 1 := by
    intro h
    rw [hd.deriv] at h
    have h' : -bathMixing V b x = 1 := by exact_mod_cast h
    linarith
  have hZ : quasiparticleWeight (bathSelfEnergy V b) (x : ℂ)
      = ((1 / (1 + bathMixing V b x) : ℝ) : ℂ) := by
    unfold quasiparticleWeight
    rw [hd.deriv, sub_neg_eq_add, Complex.ofReal_div, Complex.ofReal_add, Complex.ofReal_one]
  refine ⟨?_, by positivity, ?_⟩
  · rw [← hZ]
    exact tendsto_quasiparticleWeight hd.differentiableAt hpole hs
  · rw [div_le_one (by positivity)]
    linarith

end

end DysonQuasiparticleWeight
```

The step `hA` is A(x) ≥ 0, since every term is nonnegative. In `hs`, a slope of one would mean −A(x) = 1, which contradicts `hA`. The step `hZ` inserts S′(x) = −A(x) into the definition of Z and obtains the real number 1/(1 + A(x)). The main theorem then gives the limit, and the two bounds follow from 1 + A(x) ≥ 1.

For this model, a single level with a finite, non-interacting bath, the bounds give a check on numerical work: if 1/(1 − S′(x)) is computed at a real pole x away from the bath energies and falls outside the interval (0, 1], there is an error in the self-energy, in its derivative or in the arithmetic. A wrong real pole position is not caught in this way, because 1/(1 + A(x)) lies in the interval for every real x that is not a bath energy.

```lean
#print axioms DysonQuasiparticleWeight.pole_isolated
-- 'DysonQuasiparticleWeight.pole_isolated' depends on axioms: [propext, Classical.choice, Quot.sound]
#print axioms DysonQuasiparticleWeight.ratio_diverges_of_slope_one
-- 'DysonQuasiparticleWeight.ratio_diverges_of_slope_one' depends on axioms: [propext, Classical.choice, Quot.sound]
#print axioms DysonQuasiparticleWeight.bath_quasiparticleWeight
-- 'DysonQuasiparticleWeight.bath_quasiparticleWeight' depends on axioms: [propext, Classical.choice, Quot.sound]
```
